# The last diagonal block of the inverse space-time fermion matrix is \((1+B_N\cdots B_0)^{-1}\)

Let \(M\) be the space-time matrix built from slice propagators \(B_0,\dots,B_N\), with antiperiodic closure in imaginary time. Then \(M\) is invertible exactly when \(1+P_N\) is, where \(P_l=B_l\cdots B_0\). In that case, with \(g=(1+P_N)^{-1}\), the blocks of \(X=M^{-1}\) are

\[
X_{lj}=U(l,j)-P_l\,g\,U(N,j),\qquad X_{NN}=g .
\]

Here \(U(l,j)=B_l\cdots B_{j+1}\) for \(l>j\), \(U(l,l)=1\), and \(U(l,j)=0\) for \(l<j\). In determinant quantum Monte Carlo this is the Green's function at one fixed auxiliary-field configuration, where the fermions are non-interacting.

## Slices from any ring, closed with a plus sign

The blocks belong to a ring `R`, for instance the complex \(n\times n\) matrices on \(n\) orbitals. They need not commute, so the time order in \(P_l\) matters, and no \(B_l\) has to be invertible.

In Lean 4 with Mathlib:

```lean
import Mathlib

open Matrix

namespace SpaceTimeGreensFunction

variable {R : Type*} [Ring R]
```

`evolve B l` is \(P_l\), and `propagator B l j` is \(U(l,j)\), defined by one-step evolution with a unit source.

```lean
/-- The ordered product `B_l ⋯ B_1 B_0` of the slice propagators up to slice `l`. -/
def evolve (B : ℕ → R) : ℕ → R
  | 0 => B 0
  | l + 1 => B (l + 1) * evolve B l

/-- The time-ordered propagator from slice `j` to slice `l`: it obeys the one-step evolution
with a unit source at slice `j`, and starts from nothing before slice `0`. -/
def propagator (B : ℕ → R) : ℕ → ℕ → R
  | 0, j => if 0 = j then 1 else 0
  | l + 1, j => (if l + 1 = j then 1 else 0) + B (l + 1) * propagator B l j
```

There are \(L=N+1\) slices, numbered from 0. The rows of \(M\) act as

\[
(MX)_{0j}=X_{0j}+B_0X_{Nj},\qquad (MX)_{l+1,j}=X_{l+1,j}-B_{l+1}X_{lj}.
\]

The plus sign in the first row is the fermionic boundary condition. With a minus sign there, the same elimination would lead to \(1-P_N\).

```lean
/-- The space-time fermion matrix on the slices `0, …, N`: unit diagonal blocks, `-B_l` in
block `(l, l-1)`, and `B_0` added in the corner block `(0, N)` (antiperiodic closure). -/
def spaceTime (B : ℕ → R) (N : ℕ) : Matrix (Fin (N + 1)) (Fin (N + 1)) R :=
  Matrix.of fun i j => (if j = i then 1 else 0) - (if (j : ℕ) + 1 = i then B i else 0)
    + (if (i : ℕ) = 0 ∧ (j : ℕ) = N then B 0 else 0)
```

`greens` collects the blocks of the proposed inverse, for a given `g`.

```lean
/-- The matrix with blocks `U(l,j) - (B_l ⋯ B_0) g U(N,j)`, where `U` is the time-ordered
propagator and `g` a given block. -/
def greens (B : ℕ → R) (N : ℕ) (g : R) : Matrix (Fin (N + 1)) (Fin (N + 1)) R :=
  Matrix.of fun l j => propagator B l j - evolve B l * g * propagator B N j
```

In the smallest case, \(N=0\), the diagonal and corner entries coincide and add up: \(M\) is the single block \(1+B_0\), and the formula gives \(1-B_0g=g\).

## \(MX=1\): the response to a unit source

Column \(j\) of \(X\) is the response to a source in slice \(j\). By hand, row 0 gives \(X_{0j}=\delta_{0j}-B_0X_{Nj}\). If \(X_{lj}=U(l,j)-P_lX_{Nj}\), the next row gives

\[
X_{l+1,j}=\delta_{l+1,j}+B_{l+1}X_{lj}=U(l+1,j)-P_{l+1}X_{Nj}.
\]

At \(l=j=N\) the loop closes: \(X_{NN}=1-P_NX_{NN}\), that is, \((1+P_N)X_{NN}=1\).

The first two lemmas below give the values of \(U\) before and at the source. `row_zero` and `row_succ` reduce each matrix product to its two surviving terms, and `forward_substitution` is the induction on \(l\) just described.

```lean
/-- The time-ordered propagator vanishes when the final slice precedes the source. -/
theorem propagator_of_lt (B : ℕ → R) {l j : ℕ} (h : l < j) : propagator B l j = 0 := by
  induction l with
  | zero => simp [propagator, h.ne]
  | succ l ih => simp [propagator, h.ne, ih (Nat.lt_of_succ_lt h)]

/-- The time-ordered propagator from a slice to itself is the identity. -/
theorem propagator_self (B : ℕ → R) (l : ℕ) : propagator B l l = 1 := by
  cases l with
  | zero => simp [propagator]
  | succ l => simp [propagator, propagator_of_lt B (Nat.lt_succ_self l)]

private theorem row_zero (B : ℕ → R) {N : ℕ} (X : Matrix (Fin (N + 1)) (Fin (N + 1)) R)
    (j : Fin (N + 1)) :
    (spaceTime B N * X) 0 j = X 0 j + B 0 * X (Fin.last N) j := by
  have h : ∀ k, spaceTime B N 0 k
      = (if k = 0 then 1 else 0) + (if k = Fin.last N then B 0 else 0) := by
    intro k
    have e : k = Fin.last N ↔ (k : ℕ) = N := by rw [Fin.ext_iff, Fin.val_last]
    simp [spaceTime, e]
  simp [Matrix.mul_apply, h, add_mul, ite_mul, Finset.sum_add_distrib]

private theorem row_succ (B : ℕ → R) {N : ℕ} (X : Matrix (Fin (N + 1)) (Fin (N + 1)) R)
    (l : ℕ) (hl : l + 1 < N + 1) (j : Fin (N + 1)) :
    (spaceTime B N * X) ⟨l + 1, hl⟩ j
      = X ⟨l + 1, hl⟩ j - B (l + 1) * X ⟨l, Nat.lt_of_succ_lt hl⟩ j := by
  have h : ∀ k, spaceTime B N ⟨l + 1, hl⟩ k = (if k = ⟨l + 1, hl⟩ then 1 else 0)
      - (if k = ⟨l, Nat.lt_of_succ_lt hl⟩ then B (l + 1) else 0) := by
    intro k
    have e : k = ⟨l, Nat.lt_of_succ_lt hl⟩ ↔ (k : ℕ) = l := Fin.ext_iff
    simp [spaceTime, e]
  simp [Matrix.mul_apply, h, sub_mul, ite_mul, Finset.sum_sub_distrib]

private theorem one_entry {N l : ℕ} (hl : l < N + 1) (j : Fin (N + 1)) :
    (1 : Matrix (Fin (N + 1)) (Fin (N + 1)) R) ⟨l, hl⟩ j = if l = (j : ℕ) then 1 else 0 := by
  simp only [Matrix.one_apply, Fin.ext_iff]

/-- Forward substitution in time: if `M X = 1` for the space-time matrix `M`, each block is
`X_lj = U(l,j) - (B_l ⋯ B_0) X_Nj`, with `U` the time-ordered propagator. -/
theorem forward_substitution (B : ℕ → R) {N : ℕ} {X : Matrix (Fin (N + 1)) (Fin (N + 1)) R}
    (h : spaceTime B N * X = 1) (j : Fin (N + 1)) (l : ℕ) (hl : l < N + 1) :
    X ⟨l, hl⟩ j = propagator B l j - evolve B l * X (Fin.last N) j := by
  induction l with
  | zero =>
    have e : X ⟨0, hl⟩ j + B 0 * X (Fin.last N) j = if 0 = (j : ℕ) then 1 else 0 := by
      rw [← one_entry hl j, ← h]
      exact (row_zero B X j).symm
    simp only [propagator, evolve]
    exact eq_sub_of_add_eq e
  | succ l ih =>
    have e := row_succ B X l hl j
    rw [h, one_entry, ih (Nat.lt_of_succ_lt hl)] at e
    rw [eq_add_of_sub_eq e.symm]
    simp only [propagator, evolve, mul_sub, mul_assoc]
    abel
```

Without \(MX=1\) the block \(X_{NN}\) may fail to be a right inverse of \(1+P_N\). This already happens at \(N=0\), if \(1+B_0\) is an operator with only a left inverse, such as the right shift \((x_0,x_1,\dots)\mapsto(0,x_0,x_1,\dots)\) on infinite sequences. For finite complex matrices, either one-sided equation implies the other.

## \(XM=1\): no zero modes

This hypothesis excludes a nonzero history that evolves without a source and closes antiperiodically. It supplies the other half of the inverse, \(X_{NN}(1+P_N)=1\).

Set \(c=X_{NN}(1+P_N)-1\). The identity already found gives \((1+P_N)c=0\). The history \(Z_l=P_lc\) then satisfies

\[
(MZ)_0=B_0(1+P_N)c=0,\qquad (MZ)_{l+1}=P_{l+1}c-B_{l+1}P_lc=0.
\]

Hence \(Z=XMZ=0\), so \(P_Nc=0\), and \((1+P_N)c=0\) leaves \(c=0\).

In `equal_time_greens`, `hx` closes the loop using `h` alone. The hypothesis `h'` enters once, in `hZ0`, to remove the zero mode. Without it only the first identity survives in a general ring.

```lean
/-- Equal-time Green's function: if `X` is the two-sided inverse of the space-time matrix, its
last diagonal block is the two-sided inverse of `1 + B_N ⋯ B_1 B_0`. -/
theorem equal_time_greens (B : ℕ → R) {N : ℕ} {X : Matrix (Fin (N + 1)) (Fin (N + 1)) R}
    (h : spaceTime B N * X = 1) (h' : X * spaceTime B N = 1) :
    (1 + evolve B N) * X (Fin.last N) (Fin.last N) = 1 ∧
      X (Fin.last N) (Fin.last N) * (1 + evolve B N) = 1 := by
  -- closing the time loop at the last slice
  have hx : (1 + evolve B N) * X (Fin.last N) (Fin.last N) = 1 := by
    have e : X (Fin.last N) (Fin.last N)
        = propagator B N N - evolve B N * X (Fin.last N) (Fin.last N) :=
      forward_substitution B h (Fin.last N) N (Nat.lt_succ_self N)
    rw [propagator_self] at e
    rw [add_mul, one_mul]
    exact add_eq_of_eq_sub e
  refine ⟨hx, ?_⟩
  obtain ⟨c, hc⟩ : ∃ c, c = X (Fin.last N) (Fin.last N) * (1 + evolve B N) - 1 := ⟨_, rfl⟩
  have hc0 : (1 + evolve B N) * c = 0 := by
    rw [hc, mul_sub, ← mul_assoc, hx, one_mul, mul_one, sub_self]
  -- `c` would generate a zero mode of the space-time matrix
  let Z : Matrix (Fin (N + 1)) (Fin (N + 1)) R := Matrix.of fun l _ => evolve B l * c
  have hZ : spaceTime B N * Z = 0 := by
    ext ⟨l, hl⟩ j
    cases l with
    | zero =>
      refine (row_zero B Z j).trans ?_
      change B 0 * c + B 0 * (evolve B N * c) = 0
      rw [← mul_add, ← one_add_mul, hc0, mul_zero]
    | succ l =>
      refine (row_succ B Z l hl j).trans ?_
      change B (l + 1) * evolve B l * c - B (l + 1) * (evolve B l * c) = 0
      rw [mul_assoc, sub_self]
  have hZ0 : Z = 0 := by
    rw [← one_mul Z, ← h', mul_assoc, hZ, mul_zero]
  have hP : evolve B N * c = 0 := congrFun (congrFun hZ0 (Fin.last N)) 0
  rw [add_mul, one_mul, hP, add_zero] at hc0
  exact sub_eq_zero.mp (hc.symm.trans hc0)
```

## \((1+P_N)g=1\) and \(g(1+P_N)=1\): a solvable closed loop

Now the inverse \(g\) of the single block \(1+P_N\) is given, and the inverse of \(M\) is built from it. Physically, the antiperiodic closure can be solved for every source, and in only one way.

The first equation is used in row 0, where the proposed blocks give

\[
U(0,j)+B_0\bigl[1-(1+P_N)g\bigr]U(N,j)=\delta_{0j}.
\]

In the later rows the terms with \(g\) cancel by themselves. This proves \(MG=1\), with \(G\) the matrix `greens B N g`.

The second equation gives uniqueness. Any solution of \(MX=1\) obeys \((1+P_N)X_{Nj}=U(N,j)\), so \(X_{Nj}=gU(N,j)\), and forward substitution fixes the rest. Since \(G+(1-GM)\) is also a solution, it equals \(G\), and therefore \(GM=1\). In the code these steps are `hr`, `uniq` and the final lines.

```lean
/-- All blocks of the inverse: if `g` is the two-sided inverse of `1 + B_N ⋯ B_0`, the matrix
with blocks `U(l,j) - (B_l ⋯ B_0) g U(N,j)` is the two-sided inverse of the space-time matrix. -/
theorem greens_is_inverse (B : ℕ → R) (N : ℕ) {g : R}
    (hg : (1 + evolve B N) * g = 1) (hg' : g * (1 + evolve B N) = 1) :
    spaceTime B N * greens B N g = 1 ∧ greens B N g * spaceTime B N = 1 := by
  have hr : spaceTime B N * greens B N g = 1 := by
    ext ⟨l, hl⟩ j
    rw [one_entry]
    cases l with
    | zero =>
      refine (row_zero B _ j).trans ?_
      change (propagator B 0 j - B 0 * g * propagator B N j)
        + B 0 * (propagator B N j - evolve B N * g * propagator B N j) = propagator B 0 j
      linear_combination (norm := noncomm_ring) (-(B 0)) * hg * propagator B N j
    | succ l =>
      refine (row_succ B _ l hl j).trans ?_
      change (propagator B (l + 1) j - evolve B (l + 1) * g * propagator B N j)
        - B (l + 1) * (propagator B l j - evolve B l * g * propagator B N j) = _
      simp only [propagator, evolve, mul_sub, mul_assoc]
      abel
  -- the equation `M X = 1` has only this solution
  have uniq : ∀ X, spaceTime B N * X = 1 → X = greens B N g := by
    intro X hX
    ext ⟨l, hl⟩ j
    have e : X (Fin.last N) j = propagator B N j - evolve B N * X (Fin.last N) j :=
      forward_substitution B hX j N (Nat.lt_succ_self N)
    have e' : X (Fin.last N) j = g * propagator B N j := by
      rw [← add_eq_of_eq_sub e, ← one_add_mul, ← mul_assoc, hg', one_mul]
    rw [forward_substitution B hX j l hl, e', ← mul_assoc]
    rfl
  refine ⟨hr, ?_⟩
  have e := uniq (greens B N g + (1 - greens B N g * spaceTime B N)) (by
    rw [mul_add, mul_sub, ← mul_assoc, hr, one_mul, mul_one, sub_self, add_zero])
  exact (sub_eq_zero.mp (add_left_cancel (e.trans (add_zero _).symm))).symm
```

With only the first equation, \(MG=1\) still holds but \(GM=1\) may fail. If \(1+P_N\) has no two-sided inverse, neither does \(M\): `IsUnit` means having one, and the equivalence combines the two preceding theorems.

```lean
/-- The space-time matrix is invertible exactly when `1 + B_N ⋯ B_1 B_0` is. -/
theorem isUnit_spaceTime_iff (B : ℕ → R) (N : ℕ) :
    IsUnit (spaceTime B N) ↔ IsUnit (1 + evolve B N) := by
  constructor
  · rintro ⟨u, hu⟩
    obtain ⟨h1, h2⟩ := equal_time_greens B (X := ↑u⁻¹)
      (by rw [← hu]; exact u.mul_inv) (by rw [← hu]; exact u.inv_mul)
    exact ⟨⟨_, _, h1, h2⟩, rfl⟩
  · rintro ⟨u, hu⟩
    obtain ⟨h1, h2⟩ := greens_is_inverse B N (g := ↑u⁻¹)
      (by rw [← hu]; exact u.mul_inv) (by rw [← hu]; exact u.inv_mul)
    exact ⟨⟨_, _, h1, h2⟩, rfl⟩
```

## Equal slices \(e^{-\beta h/(N+1)}\): free fermions

Here every slice carries the same one-particle matrix \(h\), with any chemical potential included. Equal slices multiply to a power,

\[
P_N=\bigl(e^{-\beta h/(N+1)}\bigr)^{N+1}=e^{-\beta h},
\]

so there is no time-step error. The proof obtains the power by induction (`hpow`) and then applies `Matrix.exp_nsmul`.

```lean
/-- Free fermions: with `N + 1` equal slices `exp(-β h / (N + 1))`, the last diagonal block of
the two-sided inverse of the space-time matrix is the two-sided inverse of `1 + exp(-β h)`. -/
theorem free_fermion_greens {n : Type*} [Fintype n] [DecidableEq n] (h : Matrix n n ℂ)
    (β : ℝ) (N : ℕ) {X : Matrix (Fin (N + 1)) (Fin (N + 1)) (Matrix n n ℂ)}
    (hX : spaceTime (fun _ => NormedSpace.exp ((-(β / (N + 1))) • h)) N * X = 1)
    (hX' : X * spaceTime (fun _ => NormedSpace.exp ((-(β / (N + 1))) • h)) N = 1) :
    (1 + NormedSpace.exp ((-β) • h)) * X (Fin.last N) (Fin.last N) = 1 ∧
      X (Fin.last N) (Fin.last N) * (1 + NormedSpace.exp ((-β) • h)) = 1 := by
  have hpow : ∀ (b : Matrix n n ℂ) (k : ℕ), evolve (fun _ => b) k = b ^ (k + 1) := by
    intro b k
    induction k with
    | zero => simp [evolve]
    | succ k ih => rw [evolve, ih, ← pow_succ']
  have hs : (N + 1) • ((-(β / (N + 1))) • h) = (-β) • h := by
    have hN : (N : ℝ) + 1 ≠ 0 := by positivity
    have hc : ((N + 1 : ℕ) : ℝ) * (-(β / (N + 1))) = -β := by
      push_cast
      field_simp
    rw [← Nat.cast_smul_eq_nsmul ℝ, smul_smul, hc]
  have key := equal_time_greens _ hX hX'
  rwa [hpow, ← Matrix.exp_nsmul, hs] at key
```

The theorem takes any finite complex \(h\) and real \(\beta\), and assumes that \(X\) exists. For Hermitian \(h\) it always does, because \(1+e^{-\beta h}\) is positive definite. The last block is then \(\langle cc^\dagger\rangle\), one minus the Fermi occupation, and at \(\beta=0\) it is \(1/2\) times the identity. If the slices differ, their ordered product remains, and it is in general not the exponential of the summed exponents.

## Two singular slices, worked through

This example tests the algebra and is not a physical model: slices that are products of matrix exponentials are always invertible. Take \(N=1\) and two sites, with a one-way hop in each slice:

\[
B_0=\begin{pmatrix}0&1\\0&0\end{pmatrix},\quad
B_1=\begin{pmatrix}0&0\\1&0\end{pmatrix},\quad
B_1B_0=\begin{pmatrix}0&0\\0&1\end{pmatrix}.
\]

Then \(1+P_1=\mathrm{diag}(1,2)\) and \(g=\mathrm{diag}(1,\tfrac12)\). The blocks of the inverse are

\[
X_{00}=1-B_0gB_1=\begin{pmatrix}\tfrac12&0\\0&1\end{pmatrix},\quad
X_{01}=-B_0g=\begin{pmatrix}0&-\tfrac12\\0&0\end{pmatrix},
\]
\[
X_{10}=gB_1=\begin{pmatrix}0&0\\\tfrac12&0\end{pmatrix},\quad
X_{11}=g .
\]

As a check, \(X_{00}+B_0X_{10}=1\). Neither slice is invertible, yet \(M\) is. The code confirms both equations for \(g\), which are the hypotheses of `greens_is_inverse`.

```lean
/-- Two sites with non-commuting slice propagators: a hop one way in slice `0` and a hop back
in all later slices. -/
def hopSlices : ℕ → Matrix (Fin 2) (Fin 2) ℚ
  | 0 => !![0, 1; 0, 0]
  | _ + 1 => !![0, 0; 1, 0]

/-- For the two hopping slices, `diag(1, 1/2)` is the two-sided inverse of `1 + B_1 B_0`. -/
theorem greens_is_inverse_witness :
    (1 + evolve hopSlices 1) * !![1, 0; 0, 1 / 2] = 1 ∧
      !![1, 0; 0, 1 / 2] * (1 + evolve hopSlices 1) = 1 := by
  have e : evolve hopSlices 1 = !![0, 0; 1, 0] * !![0, 1; 0, 0] := rfl
  rw [e, Matrix.one_fin_two]
  constructor <;> ext i j <;> fin_cases i <;> fin_cases j <;>
    simp [Matrix.mul_apply, Fin.sum_univ_two] <;> norm_num

end SpaceTimeGreensFunction
```

```lean
#print axioms SpaceTimeGreensFunction.isUnit_spaceTime_iff
#print axioms SpaceTimeGreensFunction.free_fermion_greens
```

```
'SpaceTimeGreensFunction.isUnit_spaceTime_iff' depends on axioms: [propext, Classical.choice, Quot.sound]
'SpaceTimeGreensFunction.free_fermion_greens' depends on axioms: [propext, Classical.choice, Quot.sound]
```
